# Aliasing of Chebyshev Polynomials on the Extremal Grid

Let N and j be positive integers, let m be a natural number with m ≤ 2jN, and let T_n be the Chebyshev polynomial of degree n. At every grid point x_k = cos(kπ/N), k = 0, …, N,

T_(2jN+m)(x_k) = T_(2jN−m)(x_k) = T_m(x_k),

although T_(2jN+m) and T_m are different polynomials. In Chebyshev collocation for a one-dimensional Schrödinger equation, the product of potential and wavefunction can contain modes above N, and their nodal values are indistinguishable from those of lower modes.

## Folding the phase at the nodes

The identity T_n(cos θ) = cos(nθ), taken at θ = kπ/N, turns nodal values into sampled cosines. Since Nθ = kπ,

(2jN ± m)θ = 2πjk ± mθ.

The term 2πjk is a whole number of turns, and cosine is even, so both signs give cos(mθ).

To see that the polynomials differ, put a = 2jN + m, so that a > m. At x = cos(π/a), T_a equals cos π = −1. The lower mode gives cos(mπ/a), which exceeds −1 because 0 ≤ mπ/a < π.

Conversely, suppose that T_n and T_m agree on the grid, with n and m now any integers and T_(−n) = T_n. The node k = 1 gives cos(nπ/N) = cos(mπ/N), hence for some integer j

nπ/N = 2πj ± mπ/N, that is, n = 2jN ± m.

If n and m both lie in 0, …, N, their phases at this node lie in [0, π], where cosine is injective, so n = m. Any integer n can be brought into that range: write n = 2qN + r with 0 ≤ r < 2N, and keep r if r ≤ N. Otherwise take 2N − r, since n = 2(q+1)N − (2N − r).

For N = 3, j = 1 and m = 1, the modes 7, 5 and 1 coincide on the nodes 1, 1/2, −1/2, −1. At x = 1/2,

T_5 = 16/32 − 20/8 + 5/2 = 1/2,
T_7 = 64/128 − 112/32 + 56/8 − 7/2 = 1/2.

At x = 1 both equal 1, and oddness settles the other two nodes.

The smallest grid, N = 1, has only the nodes 1 and −1. There every even mode looks like T_0 = 1 and every odd mode like T_1 = x.

## Grid and modes in Lean

```lean
import Mathlib

open Polynomial.Chebyshev
open scoped Real

namespace ChebyshevAliasing

noncomputable section
```

The nodes are real numbers in [−1, 1], listed from right to left.

```lean
/-- The `k`-th point `cos (k π / N)` of the extremal Chebyshev grid with `N` intervals. -/
def node (N k : ℕ) : ℝ := Real.cos ((k : ℝ) * π / (N : ℝ))
```

Agreement on the grid means exact equality of N + 1 real values; rounding error does not enter. Mode numbers are integers, as in Mathlib's `T ℝ n`.

```lean
/-- The Chebyshev modes `n` and `m` take the same value at every point of the extremal grid. -/
def SameOnGrid (N : ℕ) (n m : ℤ) : Prop :=
  ∀ k : ℕ, k ≤ N → (T ℝ n).eval (node N k) = (T ℝ m).eval (node N k)
```

The next lemma is the passage from polynomials to cosines.

```lean
/-- On the grid a Chebyshev mode is a sampled cosine: `T_n(x_k) = cos (n k π / N)`. -/
theorem eval_node (N k : ℕ) (n : ℤ) :
    (T ℝ n).eval (node N k) = Real.cos ((n : ℝ) * ((k : ℝ) * π / (N : ℝ))) := by
  unfold node
  exact T_real_cos _ _
```

## Which modes agree

The phase calculation needs only the relation Nθ = kπ. In the proof, `h1` and `h2` isolate the jk full turns for the shift and the reflection.

```lean
/-- At an angle `θ` with `N θ = k π`, the cosines of mode numbers `2jN + m` and `2jN - m`
both equal the cosine of mode number `m`. -/
theorem cos_alias {N k : ℕ} {θ : ℝ} (hθ : (N : ℝ) * θ = (k : ℝ) * π) (j m : ℤ) :
    Real.cos ((2 * (j : ℝ) * (N : ℝ) + (m : ℝ)) * θ) = Real.cos ((m : ℝ) * θ) ∧
    Real.cos ((2 * (j : ℝ) * (N : ℝ) - (m : ℝ)) * θ) = Real.cos ((m : ℝ) * θ) := by
  -- the extra phase is `j k` full turns
  have h1 : (2 * (j : ℝ) * (N : ℝ) + (m : ℝ)) * θ
      = (m : ℝ) * θ + ((j * (k : ℤ) : ℤ) : ℝ) * (2 * π) := by
    push_cast
    linear_combination 2 * (j : ℝ) * hθ
  have h2 : (2 * (j : ℝ) * (N : ℝ) - (m : ℝ)) * θ
      = ((j * (k : ℤ) : ℤ) : ℝ) * (2 * π) - (m : ℝ) * θ := by
    push_cast
    linear_combination 2 * (j : ℝ) * hθ
  exact ⟨by rw [h1, Real.cos_add_int_mul_two_pi], by rw [h2, Real.cos_int_mul_two_pi_sub]⟩
```

The criterion holds for all integer modes once N is positive. Its forward direction uses the node k = 1, applies the condition for equal cosines and cancels the nonzero angle θ. The reverse direction applies `cos_alias` at each node.

```lean
/-- Two modes agree on the whole extremal grid exactly when their mode numbers are related by
a shift by a multiple of `2N`, possibly combined with a reflection. -/
theorem sameOnGrid_iff {N : ℕ} (hN : 0 < N) (n m : ℤ) :
    SameOnGrid N n m ↔ ∃ j : ℤ, n = 2 * j * N + m ∨ n = 2 * j * N - m := by
  have hN' : (N : ℝ) ≠ 0 := by exact_mod_cast hN.ne'
  constructor
  · intro h
    -- the grid point next to the end of the interval already decides
    have h1 := h 1 hN
    rw [eval_node, eval_node] at h1
    have hθ : (N : ℝ) * (((1 : ℕ) : ℝ) * π / (N : ℝ)) = π := by
      rw [Nat.cast_one]
      field_simp
    generalize ((1 : ℕ) : ℝ) * π / (N : ℝ) = θ at h1 hθ
    have hθ0 : θ ≠ 0 := by
      rintro rfl
      rw [mul_zero] at hθ
      exact Real.pi_ne_zero hθ.symm
    obtain ⟨j, hj | hj⟩ := Real.cos_eq_cos_iff.1 h1.symm
    · refine ⟨j, Or.inl ?_⟩
      have h2 : (n : ℝ) = 2 * (j : ℝ) * (N : ℝ) + (m : ℝ) :=
        mul_right_cancel₀ hθ0 (by linear_combination hj - 2 * (j : ℝ) * hθ)
      exact_mod_cast h2
    · refine ⟨j, Or.inr ?_⟩
      have h2 : (n : ℝ) = 2 * (j : ℝ) * (N : ℝ) - (m : ℝ) :=
        mul_right_cancel₀ hθ0 (by linear_combination hj - 2 * (j : ℝ) * hθ)
      exact_mod_cast h2
  · rintro ⟨j, rfl | rfl⟩ k _
    all_goals
      have hθ : (N : ℝ) * ((k : ℝ) * π / (N : ℝ)) = (k : ℝ) * π := by field_simp
      rw [eval_node, eval_node]
      push_cast
      first
        | exact (cos_alias hθ j m).1
        | exact (cos_alias hθ j m).2
```

## Different polynomials, equal samples

Distinctness is proved by evaluation at cos(π/a), with strict monotonicity of cosine on [0, π] supplying the inequality.

```lean
/-- For natural mode numbers `b < a`, the Chebyshev polynomials `T_a` and `T_b` are different. -/
theorem T_ne_of_lt {a b : ℕ} (h : b < a) : T ℝ (a : ℤ) ≠ T ℝ (b : ℤ) := by
  intro he
  -- at `cos (π / a)` the higher mode equals `-1`, the lower one does not
  have h1 := congrArg (Polynomial.eval (Real.cos (π / (a : ℝ)))) he
  rw [T_real_cos, T_real_cos] at h1
  simp only [Int.cast_natCast] at h1
  have ha : (0 : ℝ) < (a : ℝ) := by exact_mod_cast (Nat.zero_le b).trans_lt h
  have h2 : (a : ℝ) * (π / (a : ℝ)) = π := by field_simp
  have h3 : (b : ℝ) * (π / (a : ℝ)) < (a : ℝ) * (π / (a : ℝ)) :=
    mul_lt_mul_of_pos_right (by exact_mod_cast h) (div_pos Real.pi_pos ha)
  have h4 := Real.cos_lt_cos_of_nonneg_of_le_pi (by positivity) h2.le h3
  linarith
```

The main theorem has natural mode numbers. The hypothesis `hm` makes `2 * j * N - m` an ordinary difference, since subtraction of naturals would otherwise stop at zero. The hypotheses `hN` and `hj` make 2jN + m strictly larger than m, which the first conclusion requires. The two equalities come from the shift and reflection cases of the criterion.

```lean
/-- Aliasing on the extremal grid: `T_(2jN+m)` and `T_m` are different polynomials, but
`T_(2jN+m)`, `T_(2jN-m)` and `T_m` have equal values at every grid point. -/
theorem chebyshev_aliasing {N j m : ℕ} (hN : 0 < N) (hj : 0 < j) (hm : m ≤ 2 * j * N) :
    T ℝ ((2 * j * N + m : ℕ) : ℤ) ≠ T ℝ (m : ℤ) ∧
    ∀ k : ℕ, k ≤ N →
      (T ℝ ((2 * j * N + m : ℕ) : ℤ)).eval (node N k)
        = (T ℝ ((2 * j * N - m : ℕ) : ℤ)).eval (node N k) ∧
      (T ℝ ((2 * j * N - m : ℕ) : ℤ)).eval (node N k) = (T ℝ (m : ℤ)).eval (node N k) := by
  have h1 : SameOnGrid N ((2 * j * N + m : ℕ) : ℤ) m :=
    (sameOnGrid_iff hN _ _).2 ⟨j, Or.inl (by push_cast; ring)⟩
  have h2 : SameOnGrid N ((2 * j * N - m : ℕ) : ℤ) m :=
    (sameOnGrid_iff hN _ _).2 ⟨j, Or.inr (by push_cast [Nat.cast_sub hm]; ring)⟩
  exact ⟨T_ne_of_lt (Nat.lt_add_of_pos_left (by positivity)),
    fun k hk => ⟨(h1 k hk).trans (h2 k hk).symm, h2 k hk⟩⟩
```

The inequality between polynomials concerns only 2jN + m and m. The reflected mode may be T_m itself, as happens when m = jN.

## The range the grid resolves

Modes 0 to N are pairwise distinguishable. The proof places both phases at k = 1 in [0, π] and uses injectivity there; N = 0 is handled separately, since only mode 0 is then allowed.

```lean
/-- Modes with numbers from `0` to `N` are resolved: two of them that agree on the grid
have the same mode number. -/
theorem resolved_modes {N n m : ℕ} (hn : n ≤ N) (hm : m ≤ N)
    (h : SameOnGrid N n m) : n = m := by
  rcases Nat.eq_zero_or_pos N with h0 | hN
  · omega
  have hN' : (0 : ℝ) < (N : ℝ) := by exact_mod_cast hN
  have h1 := h 1 hN
  rw [eval_node, eval_node] at h1
  simp only [Int.cast_natCast, Nat.cast_one, one_mul] at h1
  have hθ : (N : ℝ) * (π / (N : ℝ)) = π := by field_simp
  have hpos : 0 < π / (N : ℝ) := div_pos Real.pi_pos hN'
  -- both phases lie in `[0, π]`, where the cosine is injective
  have hmem : ∀ a : ℕ, a ≤ N → (a : ℝ) * (π / (N : ℝ)) ∈ Set.Icc 0 π := by
    intro a ha
    have ha' : (a : ℝ) ≤ (N : ℝ) := by exact_mod_cast ha
    exact ⟨by positivity, (mul_le_mul_of_nonneg_right ha' hpos.le).trans hθ.le⟩
  have h2 := mul_right_cancel₀ hpos.ne' (Real.injOn_cos (hmem n hn) (hmem m hm) h1)
  exact_mod_cast h2
```

The last theorem assigns to each integer mode its unique representative in 0, …, N. The step `key` is the division by 2N with reflection of a large remainder. The criterion then gives equal grid values, and `resolved_modes` gives uniqueness.

```lean
/-- Every mode `n` folds, by a shift by a multiple of `2N` and possibly a reflection, onto a
mode `m` between `0` and `N`, the only one in that range with the same grid values. -/
theorem folding {N : ℕ} (hN : 0 < N) (n : ℤ) :
    ∃ m : ℕ, m ≤ N ∧ (∃ j : ℤ, n = 2 * j * N + m ∨ n = 2 * j * N - m) ∧
      SameOnGrid N n m ∧ ∀ m' : ℕ, m' ≤ N → SameOnGrid N n m' → m' = m := by
  have hpos : (0 : ℤ) < 2 * (N : ℤ) := by positivity
  -- divide the mode number by `2N` and reflect a remainder above `N`
  have key : ∃ m : ℕ, m ≤ N ∧ ∃ j : ℤ, n = 2 * j * N + m ∨ n = 2 * j * N - m := by
    obtain ⟨r, q, h0, h1, hd⟩ : ∃ r q : ℤ, 0 ≤ r ∧ r < 2 * (N : ℤ) ∧ n = 2 * q * N + r :=
      ⟨n % (2 * (N : ℤ)), n / (2 * (N : ℤ)), Int.emod_nonneg n hpos.ne',
        Int.emod_lt_of_pos n hpos, by rw [Int.emod_def]; ring⟩
    lift r to ℕ using h0
    by_cases hr : r ≤ N
    · exact ⟨r, hr, q, Or.inl hd⟩
    · refine ⟨2 * N - r, by omega, q + 1, Or.inr ?_⟩
      rw [Nat.cast_sub (by omega)]
      push_cast
      linear_combination hd
  obtain ⟨m, hm, hj⟩ := key
  have hs : SameOnGrid N n m := (sameOnGrid_iff hN _ _).2 hj
  exact ⟨m, hm, hj, hs, fun m' hm' h' =>
    resolved_modes hm' hm fun k hk => (h' k hk).symm.trans (hs k hk)⟩

end

end ChebyshevAliasing
```

These theorems compare single modes at the nodes; they give no error bound for interpolating a general function.

```lean
#print axioms ChebyshevAliasing.chebyshev_aliasing
#print axioms ChebyshevAliasing.folding
```

```
'ChebyshevAliasing.chebyshev_aliasing' depends on axioms: [propext, Classical.choice, Quot.sound]
'ChebyshevAliasing.folding' depends on axioms: [propext, Classical.choice, Quot.sound]
```
